# The determinant of the linear phase-space map (k, x) ↦ (k + Bx, Ck + Dx) is det(D − CB)

Let k and x be vectors in a finite-dimensional real inner product space V, and let B, C and D be linear maps from V to itself. The theorem `det_block` states that the phase-space map (k, x) ↦ (k + Bx, Ck + Dx) on V × V has determinant det(D − CB). Nothing further is assumed of B, C and D: they need not be symmetric, invertible or commuting. The attempt chooses a basis of V, writes the map as a two-by-two block matrix whose upper-left block is the identity, and applies the determinant formula for such matrices.

The first attempt, which Lean rejects:

```lean
import Mathlib

open MeasureTheory

namespace DetBlock

noncomputable section

variable {V : Type*} [NormedAddCommGroup V] [InnerProductSpace ℝ V] [FiniteDimensional ℝ V]

/-- The linear phase-space map `(k, x) ↦ (k + B x, C k + D x)`. -/
def block (B C D : V →L[ℝ] V) : V × V →L[ℝ] V × V :=
  (ContinuousLinearMap.fst ℝ V V + B.comp (ContinuousLinearMap.snd ℝ V V)).prod
    (C.comp (ContinuousLinearMap.fst ℝ V V) + D.comp (ContinuousLinearMap.snd ℝ V V))

/-- The map `(k, x) ↦ (k + B x, C k + D x)` has determinant `det (D - C B)`. -/
theorem det_block (B C D : V →L[ℝ] V) : (block B C D).det = (D - C.comp B).det := by
  let b := Module.finBasis ℝ V
  change LinearMap.det (block B C D : V × V →ₗ[ℝ] V × V) =
    LinearMap.det ((D - C.comp B : V →L[ℝ] V) : V →ₗ[ℝ] V)
  rw [← LinearMap.det_toMatrix (b.prod b), ← LinearMap.det_toMatrix b]
  -- in a product basis the map is a two-by-two block matrix
  have hM : LinearMap.toMatrix (b.prod b) (b.prod b) (block B C D : V × V →ₗ[ℝ] V × V) =
      Matrix.fromBlocks (LinearMap.toMatrix b b LinearMap.id)
        (LinearMap.toMatrix b b (B : V →ₗ[ℝ] V)) (LinearMap.toMatrix b b (C : V →ₗ[ℝ] V))
        (LinearMap.toMatrix b b (D : V →ₗ[ℝ] V)) := by
    ext (i | i) (j | j) <;> simp [LinearMap.toMatrix_apply, block]
  have hS : LinearMap.toMatrix b b ((D - C.comp B : V →L[ℝ] V) : V →ₗ[ℝ] V) =
      LinearMap.toMatrix b b (D : V →ₗ[ℝ] V) -
        LinearMap.toMatrix b b (C : V →ₗ[ℝ] V) * LinearMap.toMatrix b b (B : V →ₗ[ℝ] V) := by
    rw [← LinearMap.toMatrix_comp b b b, ← map_sub]
    rfl
  rw [hM, hS, LinearMap.toMatrix_id, Matrix.det_fromBlocks_one₁₁]

end

end DetBlock
```

The compiler's answer:

```
Main.lean:26:52: error: unsolved goals
case inl.inl
V : Type u_1
inst✝² : NormedAddCommGroup V
inst✝¹ : InnerProductSpace ℝ V
inst✝ : FiniteDimensional ℝ V
B C D : V →L[ℝ] V
b : Module.Basis (Fin (Module.finrank ℝ V)) ℝ V := Module.finBasis ℝ V
i j : Fin (Module.finrank ℝ V)
⊢ (fun₀ | j => 1) i = 1 i j
```

The error lies in the proof of `hM`, which compares the matrix of the map with the block matrix entry by entry. Of the four blocks, `simp` leaves only the upper-left one, `inl.inl`, unfinished. There the goal is `(fun₀ | j => 1) i = 1 i j`. The left side is the `i`-th coordinate of the `j`-th basis vector, written as a finitely supported function with value 1 at `j` and 0 elsewhere; the right side is an entry of the identity matrix. Both are 1 when `i = j` and 0 otherwise, but `simp` has not been told which case holds, and with the lemmas it was given it does not bring the two expressions to a common form.

The repair splits the cases with `by_cases hij : i = j`. If the indices are equal, `subst hij` makes them the same variable and `simp` reduces both sides to 1. If they differ, `simp [hij]` uses that fact to reduce both sides to 0.

After these edits no error is left:

```diff
@@ -26,4 +26,8 @@
         (LinearMap.toMatrix b b (D : V →ₗ[ℝ] V)) := by
     ext (i | i) (j | j) <;> simp [LinearMap.toMatrix_apply, block]
+    by_cases hij : i = j
+    · subst hij
+      simp
+    · simp [hij]
   have hS : LinearMap.toMatrix b b ((D - C.comp B : V →L[ℝ] V) : V →ₗ[ℝ] V) =
       LinearMap.toMatrix b b (D : V →ₗ[ℝ] V) -
```
